# Every finite subgroup of O(2) is generated by one rotation and at most one reflection

## Do one rotation and one mirror give every operation?

Before I symmetrise the Hamiltonian matrix of one electron in a fixed planar potential, I need the full list of rotations and mirror operations that fix the origin and leave the potential unchanged. I get it by multiplying out one rotation $r$ and, if there is one, a single mirror $s$. This relies on a claim about any finite group $G$ of orthogonal $2\times2$ matrices: its elements of determinant $1$ are the powers of one rotation $r$, and any $s$ in $G$ of determinant $-1$ satisfies $s^2=1$ and $srs=r^{-1}$ and supplies the rest of the group as the products $sr^k$.

I have used this for years without seeing it proved. Could someone write out the argument in full, together with a version that a proof assistant has checked?

## Yes, and the rotation angle is $2\pi/n$

Let $n$ be the number of elements of $G$ with determinant $1$. Then $r$ can be taken as the rotation through $2\pi/n$, and if $G$ contains a reflection, it has exactly $2n$ elements.

### The determinant fixes the shape of the matrix

Number rows and columns $0,1$, and write $a=g_{00}$, $b=g_{01}$, $c=g_{10}$, $d=g_{11}$ for the entries of an orthogonal matrix $g$. Its rows are orthonormal:

$$a^2+b^2=1,\qquad ac+bd=0,\qquad c^2+d^2=1.$$

Let $\delta=ad-bc$ be the determinant. Then

$$\delta^2=(a^2+b^2)(c^2+d^2)-(ac+bd)^2=1,$$

so $\delta=\pm1$. Using $bd=-ac$, we also find

$$d=(a^2+b^2)d=a(ad)+b(bd)=a(ad)-b(ac)=a\delta,$$
$$c=(a^2+b^2)c=a(ac)+b(bc)=-a(bd)+b(bc)=-b\delta.$$

For $\delta=1$ this gives $d=a$ and $b=-c$. For $\delta=-1$ it gives $c=b$, so the matrix is symmetric.

Now let $s$ have determinant $-1$. Since $s^T=s$ and $ss^T=1$, we have $s^2=1$. The eigenvalues of $s$ are therefore $1$ and $-1$, and $s$ is the mirror in a line. If $r$ has determinant $1$, then $sr$ has determinant $-1$, so it also squares to the identity: $srsr=1$, which says $srs=r^{-1}$.

### Rotations become roots of unity

To each $g$ in $G$ of determinant $1$ assign the complex number $\varphi(g)=a+ic$, its first column. For two such matrices, the first column of the product is

$$(aa'-cc',\; ca'+ac'),$$

which is the real and imaginary part of $(a+ic)(a'+ic')$. So $\varphi(gg')=\varphi(g)\varphi(g')$. The first column determines the whole matrix, so $\varphi$ is injective.

The $n$ values of $\varphi$ form a group of order $n$, so each of them satisfies $z^n=1$. That equation has only $n$ solutions, and hence every $n$-th root of unity occurs. In particular, some $r$ in $G$ has $\varphi(r)=e^{2\pi i/n}$, and it is the rotation through $2\pi/n$. Any other rotation $x$ in $G$ has $\varphi(x)=e^{2\pi ik/n}=\varphi(r^k)$ with $0\le k<n$, so $x=r^k$.

The same count applies to a one-dimensional representation of any finite group: if its character takes $m$ distinct values, these are exactly the $m$-th roots of unity.

### One mirror supplies the other half

Suppose $G$ contains $s$ with determinant $-1$. If $g$ in $G$ also has determinant $-1$, then $sg$ has determinant $1$, so $sg=r^k$ and $g=s^2g=sr^k$. Multiplication by $s$ thus pairs the $n$ rotations with the remaining elements, and $G$ has $2n$ elements.

In the smallest case, $n=1$, the rotation through $2\pi$ is the identity, and $G$ is either $\{1\}$ or $\{1,s\}$.

### Finite subgroups of O(2) in Lean

`O2` is Mathlib's unitary group of real $2\times2$ matrices; over the reals the conjugate transpose is the transpose, so these are the orthogonal matrices. An element `g : O2` carries its matrix as `g.1`. The point group is `G : Subgroup O2`, and `[Finite G]` is the only assumption on it. It excludes a circularly symmetric potential, whose group contains rotations through every angle.

`rotations G` is the subgroup of elements with determinant one, and `Nat.card (rotations G)` is $n$. The matrix `rotation θ` turns column vectors counterclockwise, and `s * r` means first $r$, then $s$.

The theorem `planar_point_group` says that there is an `r` in `G` whose matrix is the rotation through $2\pi/n$ and whose integer powers, `Subgroup.zpowers r`, are exactly `rotations G`. For every `s` in `G` of determinant $-1$, this same `r` satisfies `s * s = 1` and `s * r * s = r⁻¹`, and an element belongs to `G` exactly when it is `r ^ k` or `s * r ^ k` for some `k` below $n$. If `G` has no such `s`, `det_eq_one_or` leaves only rotations, which `rotations_cyclic` lists. The order $2n$ is the content of `card_eq_two_mul`; it also means that the $2n$ products in the list are all different.

The theorems concern operations that fix a point of the plane. They do not treat point groups in three dimensions, and they impose no lattice, so $n$ is not limited to the values that a crystal permits. Nor do they construct an isomorphism with Mathlib's abstract dihedral group.

```lean
import Mathlib

noncomputable section

namespace PlanarPointGroups

/-- The group O(2) of real orthogonal 2 by 2 matrices. -/
abbrev O2 : Type := ↥(Matrix.unitaryGroup (Fin 2) ℝ)

/-- The matrix of the counterclockwise rotation of the plane through the angle `θ`. -/
def rotation (θ : ℝ) : Matrix (Fin 2) (Fin 2) ℝ :=
  !![Real.cos θ, -Real.sin θ; Real.sin θ, Real.cos θ]

/-- The proper part of a planar point group: its elements of determinant one. -/
def rotations (G : Subgroup O2) : Subgroup O2 :=
  G ⊓ (Matrix.detMonoidHom.comp (Matrix.unitaryGroup (Fin 2) ℝ).subtype).ker

/-- An operation is in the proper part of `G` exactly when it is in `G` and has
determinant one. -/
theorem mem_rotations {G : Subgroup O2} {g : O2} :
    g ∈ rotations G ↔ g ∈ G ∧ g.1.det = 1 := Iff.rfl

/-- The proper part of a finite planar point group is finite. -/
instance finite_rotations (G : Subgroup O2) [Finite G] : Finite (rotations G) :=
  Finite.of_injective (fun x : rotations G => (⟨x.1, (mem_rotations.mp x.2).1⟩ : G))
    (fun _ _ h => Subtype.ext (congrArg (fun z : G => z.1) h))

/-- The rows of an orthogonal matrix are orthonormal. -/
theorem orthonormal_rows (g : O2) :
    g.1 0 0 ^ 2 + g.1 0 1 ^ 2 = 1 ∧ g.1 0 0 * g.1 1 0 + g.1 0 1 * g.1 1 1 = 0 ∧
      g.1 1 0 ^ 2 + g.1 1 1 ^ 2 = 1 := by
  obtain ⟨A, hA⟩ := g
  have h := Matrix.mem_unitaryGroup_iff.mp hA
  have h00 := congrFun (congrFun h 0) 0
  have h01 := congrFun (congrFun h 0) 1
  have h11 := congrFun (congrFun h 1) 1
  simp [Matrix.mul_apply, Fin.sum_univ_two, Matrix.star_apply] at h00 h01 h11
  exact ⟨by linarith, by linarith, by linarith⟩

/-- An orthogonal operation of the plane has determinant `1` or `-1`. -/
theorem det_eq_one_or (g : O2) : g.1.det = 1 ∨ g.1.det = -1 := by
  obtain ⟨e1, e2, e3⟩ := orthonormal_rows g
  apply mul_self_eq_one_iff.mp
  rw [Matrix.det_fin_two]
  linear_combination (g.1 1 0 ^ 2 + g.1 1 1 ^ 2) * e1 + e3
    - (g.1 0 0 * g.1 1 0 + g.1 0 1 * g.1 1 1) * e2

/-- An orthogonal matrix of determinant one has equal diagonal entries and opposite
off-diagonal entries. -/
theorem rotation_entries (g : O2) (hg : g.1.det = 1) :
    g.1 1 1 = g.1 0 0 ∧ g.1 0 1 = -g.1 1 0 := by
  obtain ⟨e1, e2, _⟩ := orthonormal_rows g
  rw [Matrix.det_fin_two] at hg
  constructor
  · linear_combination g.1 0 0 * hg + g.1 0 1 * e2 - g.1 1 1 * e1
  · linear_combination g.1 0 0 * e2 - g.1 0 1 * hg - g.1 1 0 * e1

/-- An orthogonal operation of the plane with determinant `-1` is its own inverse. -/
theorem reflection_mul_self (s : O2) (hs : s.1.det = -1) : s * s = 1 := by
  obtain ⟨e1, e2, _⟩ := orthonormal_rows s
  rw [Matrix.det_fin_two] at hs
  have hsym : s.1 0 1 = s.1 1 0 := by
    linear_combination s.1 0 1 * hs + s.1 1 0 * e1 - s.1 0 0 * e2
  -- the matrix is symmetric, so its transpose, which is its inverse, is itself
  have ht : star s.1 = s.1 := by
    ext i j
    fin_cases i <;> fin_cases j <;> simp [Matrix.star_apply, hsym]
  have h := Matrix.mem_unitaryGroup_iff.mp s.2
  rw [ht] at h
  exact Subtype.ext h

/-- Conjugation by an orthogonal operation of determinant `-1` turns every rotation of the plane
into its inverse. -/
theorem reflection_conj (s r : O2) (hs : s.1.det = -1) (hr : r.1.det = 1) :
    s * r * s = r⁻¹ := by
  -- the product `s * r` again has determinant `-1`, hence squares to one
  have h := reflection_mul_self (s * r)
    ((Matrix.det_mul s.1 r.1).trans (by rw [hs, hr]; norm_num))
  exact eq_inv_of_mul_eq_one_left (by simpa only [mul_assoc] using h)

/-- The first column of a rotation matrix, read as a complex number; products of rotations
become products of complex numbers. -/
def phase (G : Subgroup O2) : rotations G →* ℂ where
  toFun g := ⟨g.1.1 0 0, g.1.1 1 0⟩
  map_one' := by
    apply Complex.ext
    · change (1 : Matrix (Fin 2) (Fin 2) ℝ) 0 0 = 1
      simp
    · change (1 : Matrix (Fin 2) (Fin 2) ℝ) 1 0 = 0
      simp
  map_mul' g h := by
    obtain ⟨h1, h2⟩ := rotation_entries g.1 (mem_rotations.mp g.2).2
    apply Complex.ext
    · change (g.1.1 * h.1.1) 0 0 = g.1.1 0 0 * h.1.1 0 0 - g.1.1 1 0 * h.1.1 1 0
      rw [Matrix.mul_apply, Fin.sum_univ_two, h2]
      ring
    · change (g.1.1 * h.1.1) 1 0 = g.1.1 0 0 * h.1.1 1 0 + g.1.1 1 0 * h.1.1 0 0
      rw [Matrix.mul_apply, Fin.sum_univ_two, h1]
      ring

/-- A rotation of the plane is determined by its complex phase. -/
theorem phase_injective (G : Subgroup O2) : Function.Injective (phase G) := by
  intro g h e
  have h0 : g.1.1 0 0 = h.1.1 0 0 := congrArg Complex.re e
  have h1 : g.1.1 1 0 = h.1.1 1 0 := congrArg Complex.im e
  obtain ⟨g1, g2⟩ := rotation_entries g.1 (mem_rotations.mp g.2).2
  obtain ⟨k1, k2⟩ := rotation_entries h.1 (mem_rotations.mp h.2).2
  apply Subtype.ext
  apply Subtype.ext
  ext i j
  fin_cases i <;> fin_cases j
  · exact h0
  · exact g2.trans ((congrArg Neg.neg h1).trans k2.symm)
  · exact h1
  · exact g1.trans (h0.trans k1.symm)

/-- If a finite planar point group has `n` elements of determinant one, these are the powers
`r ^ k`, `k < n`, of the rotation `r` through `2π/n`, and they form the cyclic group
generated by `r`. -/
theorem rotations_cyclic (G : Subgroup O2) [Finite G] :
    ∃ r : O2, r.1 = rotation (2 * Real.pi / Nat.card (rotations G)) ∧
      Subgroup.zpowers r = rotations G ∧
      ∀ x ∈ rotations G, ∃ k < Nat.card (rotations G), x = r ^ k := by
  -- a finite group embedded in a field is cyclic
  have : IsCyclic (rotations G) :=
    isCyclic_of_injective_ringHom (phase G) (phase_injective G)
  obtain ⟨g, hg⟩ : ∃ g : rotations G, ∀ x, x ∈ Subgroup.zpowers g :=
    IsCyclic.exists_generator
  have hn : Nat.card (rotations G) ≠ 0 := Nat.card_pos.ne'
  have : NeZero (Nat.card (rotations G)) := ⟨hn⟩
  have hord : orderOf (phase G g) = Nat.card (rotations G) := by
    rw [orderOf_injective (phase G) (phase_injective G) g]
    exact orderOf_eq_card_of_forall_mem_zpowers hg
  have hprim : IsPrimitiveRoot (phase G g) (Nat.card (rotations G)) := by
    rw [← hord]
    exact IsPrimitiveRoot.orderOf _
  have hexp := Complex.isPrimitiveRoot_exp _ hn
  have harg : 2 * (Real.pi : ℂ) * Complex.I / (Nat.card (rotations G) : ℂ)
      = ((2 * Real.pi / Nat.card (rotations G) : ℝ) : ℂ) * Complex.I := by
    push_cast
    ring
  rw [harg] at hexp
  -- some power of the generator is the rotation through the smallest angle
  obtain ⟨i, _, hi⟩ := hprim.eq_pow_of_pow_eq_one hexp.pow_eq_one
  obtain ⟨r, hr⟩ : ∃ r : rotations G, phase G r =
      Complex.exp (((2 * Real.pi / Nat.card (rotations G) : ℝ) : ℂ) * Complex.I) :=
    ⟨g ^ i, by rw [map_pow, hi]⟩
  have hpow : ∀ x ∈ rotations G, ∃ k < Nat.card (rotations G), x = r.1 ^ k := by
    intro x hx
    have hx1 : phase G ⟨x, hx⟩ ^ Nat.card (rotations G) = 1 := by
      rw [← map_pow, pow_card_eq_one', map_one]
    obtain ⟨k, hk, hk'⟩ := hexp.eq_pow_of_pow_eq_one hx1
    have hrk : r ^ k = ⟨x, hx⟩ := phase_injective G (by rw [map_pow, hr, hk'])
    exact ⟨k, hk, by rw [← SubmonoidClass.coe_pow, hrk]⟩
  refine ⟨r.1, ?_, le_antisymm (Subgroup.zpowers_le.mpr r.2) ?_, hpow⟩
  · have hre : r.1.1 0 0 = Real.cos (2 * Real.pi / Nat.card (rotations G)) :=
      (congrArg Complex.re hr).trans (Complex.exp_ofReal_mul_I_re _)
    have him : r.1.1 1 0 = Real.sin (2 * Real.pi / Nat.card (rotations G)) :=
      (congrArg Complex.im hr).trans (Complex.exp_ofReal_mul_I_im _)
    obtain ⟨h1, h2⟩ := rotation_entries r.1 (mem_rotations.mp r.2).2
    ext i j
    fin_cases i <;> fin_cases j
    · exact hre
    · exact h2.trans (congrArg Neg.neg him)
    · exact him
    · exact h1.trans hre
  · intro x hx
    obtain ⟨k, _, hk⟩ := hpow x hx
    rw [hk]
    exact Subgroup.pow_mem _ (Subgroup.mem_zpowers _) k

/-- A finite planar point group `G` with `n` elements of determinant one contains the rotation
`r` through `2π/n`, which generates them. Any `s` in `G` of determinant `-1` squares to one and
inverts `r`, and `G` then consists of the elements `r ^ k` and `s * r ^ k` with `k < n`. -/
theorem planar_point_group (G : Subgroup O2) [Finite G] :
    ∃ r ∈ G, r.1 = rotation (2 * Real.pi / Nat.card (rotations G)) ∧
      Subgroup.zpowers r = rotations G ∧
      ∀ s ∈ G, s.1.det = -1 → s * s = 1 ∧ s * r * s = r⁻¹ ∧
        ∀ g, g ∈ G ↔ ∃ k < Nat.card (rotations G), g = r ^ k ∨ g = s * r ^ k := by
  obtain ⟨r, hr, hz, hp⟩ := rotations_cyclic G
  have hrG : r ∈ rotations G := by
    rw [← hz]
    exact Subgroup.mem_zpowers r
  obtain ⟨hrG, hrd⟩ := mem_rotations.mp hrG
  refine ⟨r, hrG, hr, hz, fun s hs hsd =>
    ⟨reflection_mul_self s hsd, reflection_conj s r hsd hrd, fun g => ⟨fun hg => ?_, ?_⟩⟩⟩
  · rcases det_eq_one_or g with hd | hd
    · obtain ⟨k, hk, h⟩ := hp g (mem_rotations.mpr ⟨hg, hd⟩)
      exact ⟨k, hk, Or.inl h⟩
    · -- multiplying by `s` turns an improper element into a rotation
      obtain ⟨k, hk, h⟩ := hp (s * g) (mem_rotations.mpr ⟨G.mul_mem hs hg,
        (Matrix.det_mul s.1 g.1).trans (by rw [hsd, hd]; norm_num)⟩)
      exact ⟨k, hk, Or.inr (by
        rw [← h, ← mul_assoc, reflection_mul_self s hsd, one_mul])⟩
  · rintro ⟨k, _, h | h⟩
    · rw [h]
      exact G.pow_mem hrG k
    · rw [h]
      exact G.mul_mem hs (G.pow_mem hrG k)

/-- A finite planar point group that contains an element of determinant `-1` has twice as many
elements as its proper part. -/
theorem card_eq_two_mul (G : Subgroup O2) [Finite G] (s : O2) (hs : s ∈ G)
    (hsd : s.1.det = -1) : Nat.card G = 2 * Nat.card (rotations G) := by
  let f : rotations G ⊕ rotations G → G := Sum.elim
    (fun x => ⟨x.1, (mem_rotations.mp x.2).1⟩)
    (fun x => ⟨s * x.1, G.mul_mem hs (mem_rotations.mp x.2).1⟩)
  have hdet : ∀ y : rotations G, (s * y.1).1.det = -1 := fun y =>
    (Matrix.det_mul s.1 y.1.1).trans (by rw [hsd, (mem_rotations.mp y.2).2]; norm_num)
  -- a rotation is never `s` times a rotation
  have hne : ∀ x y : rotations G, x.1 ≠ s * y.1 := by
    intro x y h
    have h1 := (mem_rotations.mp x.2).2
    rw [h, hdet y] at h1
    norm_num at h1
  have hf : Function.Bijective f := by
    constructor
    · rintro (x | x) (y | y) h
      · have h' : x.1 = y.1 := by
          have h2 := congrArg (fun z : G => z.1) h
          exact h2
        exact congrArg Sum.inl (Subtype.ext h')
      · exact (hne x y (congrArg Subtype.val h)).elim
      · exact (hne y x (congrArg Subtype.val h).symm).elim
      · have h' : s * x.1 = s * y.1 := congrArg Subtype.val h
        exact congrArg Sum.inr (Subtype.ext (mul_left_cancel h'))
    · rintro ⟨g, hg⟩
      rcases det_eq_one_or g with hd | hd
      · exact ⟨Sum.inl ⟨g, mem_rotations.mpr ⟨hg, hd⟩⟩, rfl⟩
      · refine ⟨Sum.inr ⟨s * g, mem_rotations.mpr ⟨G.mul_mem hs hg,
          (Matrix.det_mul s.1 g.1).trans (by rw [hsd, hd]; norm_num)⟩⟩, Subtype.ext ?_⟩
        change s * (s * g) = g
        rw [← mul_assoc, reflection_mul_self s hsd, one_mul]
  rw [← Nat.card_eq_of_bijective f hf, Nat.card_sum, two_mul]

end PlanarPointGroups
```

```lean
#print axioms PlanarPointGroups.rotations_cyclic
#print axioms PlanarPointGroups.planar_point_group
#print axioms PlanarPointGroups.card_eq_two_mul
```

```
'PlanarPointGroups.rotations_cyclic' depends on axioms: [propext, Classical.choice, Quot.sound]
'PlanarPointGroups.planar_point_group' depends on axioms: [propext, Classical.choice, Quot.sound]
'PlanarPointGroups.card_eq_two_mul' depends on axioms: [propext, Classical.choice, Quot.sound]
```

### From matrix entries to the group order

`orthonormal_rows` reads three entries of the equation $gg^T=1$. The next lemmas do the algebra of the two matrix shapes: `det_eq_one_or` proves $\delta^2=1$, `rotation_entries` gives $d=a$ and $b=-c$, and `reflection_mul_self` obtains the symmetry $b=c$ and from it $s^2=1$. In each of them, `linear_combination` names the multiples of the orthonormality relations, and in the last two also of the determinant condition, that add up to the required identity. `reflection_conj` applies `reflection_mul_self` to the product `s * r`, just as above.

`phase` is the map $\varphi$, defined together with the proof that it respects products, and `phase_injective` recovers all four matrix entries from the first column.

`rotations_cyclic` reaches the roots of unity by a slightly different route from the count above. Mathlib knows that a finite group embedded in a field is cyclic, which provides a generator `g`. Its phase has order $n$, so it is a primitive $n$-th root of unity, and every $n$-th root is one of its powers. One of these powers is $e^{2\pi i/n}$, and the corresponding power of `g` is the required `r`. The step `hpow` then writes each rotation as `r ^ k`. What remains is to compare real and imaginary parts, which identifies the matrix of `r` with cosines and sines, and to conclude from `hpow` that the powers of `r` make up all of `rotations G`.

`planar_point_group` splits on the determinant of `g`. In the improper case it applies the list of rotations to `s * g` and multiplies by `s` once more. The converse direction only needs that `G` is closed under products.

`card_eq_two_mul` turns the pairing into a bijection `f` from two copies of `rotations G` onto `G`: the first copy is included as it stands, the second is multiplied by `s`. The determinant keeps the two images apart, and `reflection_mul_self` shows that together they reach every element.
